# In a separable crystal with two equal axes, a level isolates the lowest band exactly when the one-axis gap exceeds the width of the lowest one-axis band

Take non-interacting electrons in a potential that is a sum of one-axis potentials, so that the axis energies add. For two equal axes, some energy level lies above the lowest composite band and below all others if and only if the gap between the first two one-axis bands is larger than the width of the first. The two lowest one-axis bands must be continuous, and the bands must be ordered at each wavevector. In this non-interacting, separable model, such a level means that two electrons per cell fill the lowest band and leave an insulator.

## Bands, edges and composite energies

Let $e_{i,n}(x)$ be the energy of band $n=0,1,2,\dots$ on axis $i$ at wavevector $x$, written `e i n x` in Lean. The wavevectors form a nonempty compact space $X$, the same for every axis, and there are finitely many axes.

```lean
import Mathlib

open Finset

noncomputable section

namespace SeparableBandGap
```

Write $B_{i,n}$ and $T_{i,n}$ for the infimum and supremum of band $n$ on axis $i$. The width of the lowest band is $W_i=T_{i,0}-B_{i,0}$. The gap is $g_i=B_{i,1}-T_{i,0}$, which is negative if the bands overlap.

```lean
/-- The lower edge of a band; for a continuous band on a nonempty compact space it is the minimum. -/
def bandBottom {X : Type*} (f : X → ℝ) : ℝ := sInf (Set.range f)

/-- The upper edge of a band; for a continuous band on a nonempty compact space it is the maximum. -/
def bandTop {X : Type*} (f : X → ℝ) : ℝ := sSup (Set.range f)

/-- The width of a band. -/
def bandWidth {X : Type*} (f : X → ℝ) : ℝ := bandTop f - bandBottom f

/-- The signed gap from the top of band `f` to the bottom of band `g`. -/
def bandGap {X : Type*} (f g : X → ℝ) : ℝ := bandBottom g - bandTop f
```

Only bands 0 and 1 have to be continuous. Higher bands need only lie on or above band 1.

```lean
/-- Bands numbered from 0: the two lowest are continuous, band 0 lies on or below band 1, and band 1
lies on or below all higher ones, at each wavevector. -/
structure OrderedBands {X : Type*} [TopologicalSpace X] (e : ℕ → X → ℝ) : Prop where
  cont_zero : Continuous (e 0)
  cont_one : Continuous (e 1)
  zero_le_one : ∀ x, e 0 x ≤ e 1 x
  one_le : ∀ n x, n ≠ 0 → e 1 x ≤ e n x
```

A composite band is labelled by one band index per axis, $n=(n_i)$, and has energy $E_n(k)=\sum_i e_{i,n_i}(k_i)$. A separating level $\mu$ satisfies strict inequalities over all wavevectors, so the lowest band at one wavevector is also compared with excited bands at another.

```lean
/-- The energy of a separable crystal: the sum over axes `i` of band `n i` at wavevector `k i`. -/
def latticeEnergy {ι X : Type*} [Fintype ι] (e : ι → ℕ → X → ℝ) (n : ι → ℕ) (k : ι → X) : ℝ :=
  ∑ i, e i (n i) (k i)

/-- The level `μ` lies above the lowest composite band and below all other composite bands. -/
def SeparatesLowest {ι X : Type*} [Fintype ι] (e : ι → ℕ → X → ℝ) (μ : ℝ) : Prop :=
  (∀ k, latticeEnergy e 0 k < μ) ∧ ∀ n, n ≠ 0 → ∀ k, μ < latticeEnergy e n k
```

## (a) Attained band edges

Show that a continuous band $f$ on a nonempty compact space has points $x_-,x_+$ with
$$f(x_-)=\inf f,\qquad f(x_+)=\sup f.$$

The image of a compact space under a continuous function is compact. A nonempty compact set of real numbers contains its infimum and its supremum. In Lean, `IsLeast` and `IsGreatest` say that the edge is a bound and belongs to the range.

```lean
variable {ι X : Type*} [Fintype ι] [TopologicalSpace X] [CompactSpace X] [Nonempty X]

/-- A continuous band on a nonempty compact space attains both of its edges. -/
theorem band_edges_attained {Y : Type*} [TopologicalSpace Y] [CompactSpace Y] [Nonempty Y]
    {f : Y → ℝ} (hf : Continuous f) :
    IsLeast (Set.range f) (bandBottom f) ∧ IsGreatest (Set.range f) (bandTop f) :=
  ⟨(isCompact_range hf).isLeast_sInf (Set.range_nonempty f),
    (isCompact_range hf).isGreatest_sSup (Set.range_nonempty f)⟩
```

## (b) The top of the lowest composite band

Show that
$$\max_k E_0(k)=\sum_i T_{i,0}.$$

Each term obeys $e_{i,0}(k_i)\le T_{i,0}$, so the sum is an upper bound. The components $k_i$ are independent, so by (a) each can be placed at a maximum of its own band, which gives equality. The command `choose` collects these points into one wavevector.

```lean
/-- The maximum of the lowest composite band is the sum of the lowest-band tops of the axes. -/
theorem lowest_isGreatest {e : ι → ℕ → X → ℝ} (h : ∀ i, OrderedBands (e i)) :
    IsGreatest (Set.range (latticeEnergy e 0)) (∑ i, bandTop (e i 0)) := by
  constructor
  · have hex : ∀ i, ∃ x, e i 0 x = bandTop (e i 0) :=
      fun i => (band_edges_attained (h i).cont_zero).2.1
    choose k hk using hex
    exact ⟨k, by simp [latticeEnergy, hk]⟩
  · rintro _ ⟨k, rfl⟩
    exact Finset.sum_le_sum fun i _ => (band_edges_attained (h i).cont_zero).2.2 ⟨k i, rfl⟩
```

## (c) The lowest energy with a given axis excited

Fix an axis $j$. Show that
$$\min_{n_j\ne0,\;k}E_n(k)=B_{j,1}+\sum_{i\ne j}B_{i,0}.$$

If $n_j\neq0$, the ordering gives $e_{j,n_j}(k_j)\ge e_{j,1}(k_j)\ge B_{j,1}$. On every other axis, excited or not, $e_{i,n_i}(k_i)\ge e_{i,0}(k_i)\ge B_{i,0}$. Adding these gives the lower bound. It is reached by exciting only axis $j$, to band 1, and putting each axis at its band minimum.

In the proof, `Pi.single j 1` is this choice of bands and `Function.update p j q` this choice of wavevectors. The closing `calc` adds the bounds.

```lean
/-- The least energy with axis `j` excited is the bottom of band 1 on that axis plus the
bottoms of band 0 on the others. -/
theorem excited_isLeast [DecidableEq ι] {e : ι → ℕ → X → ℝ} (h : ∀ i, OrderedBands (e i))
    (j : ι) :
    IsLeast {E | ∃ n k, n j ≠ 0 ∧ latticeEnergy e n k = E}
      (bandBottom (e j 1) + ∑ i ∈ univ.erase j, bandBottom (e i 0)) := by
  constructor
  · have hex : ∀ i, ∃ x, e i 0 x = bandBottom (e i 0) :=
      fun i => (band_edges_attained (h i).cont_zero).1.1
    choose p hp using hex
    obtain ⟨q, hq⟩ := (band_edges_attained (h j).cont_one).1.1
    -- excite axis j only, and put every axis at its band minimum
    refine ⟨Pi.single j 1, Function.update p j q, by simp, ?_⟩
    rw [latticeEnergy, ← Finset.add_sum_erase _ _ (Finset.mem_univ j)]
    congr 1
    · simp [hq]
    · apply Finset.sum_congr rfl
      intro i hi
      have hij := Finset.ne_of_mem_erase hi
      simp [hij, hp]
  · rintro _ ⟨n, k, hj, rfl⟩
    have h1 : bandBottom (e j 1) ≤ e j (n j) (k j) :=
      ((band_edges_attained (h j).cont_one).1.2 ⟨k j, rfl⟩).trans ((h j).one_le _ _ hj)
    have h0 : ∀ i, bandBottom (e i 0) ≤ e i (n i) (k i) := by
      intro i
      have hb : bandBottom (e i 0) ≤ e i 0 (k i) :=
        (band_edges_attained (h i).cont_zero).1.2 ⟨k i, rfl⟩
      by_cases hn : n i = 0
      · rw [hn]
        exact hb
      · exact hb.trans (((h i).zero_le_one _).trans ((h i).one_le _ _ hn))
    calc _ ≤ e j (n j) (k j) + ∑ i ∈ univ.erase j, e i (n i) (k i) :=
          add_le_add h1 (Finset.sum_le_sum fun i _ => h0 i)
      _ = _ := Finset.add_sum_erase univ (fun i => e i (n i) (k i)) (Finset.mem_univ j)
```

## (d) The criterion for arbitrary axes

For at least one axis, show that a separating level exists if and only if
$$\sum_{i\ne j}W_i<g_j\qquad\text{for every axis }j.$$

Let $L_j$ be the minimum found in (c). A level $\mu$ must satisfy $\sum_iT_{i,0}<\mu<L_j$ for every $j$. Conversely, if the top lies below every $L_j$, choose $\mu$ between it and the smallest $L_j$. Any $n\ne0$ has some $n_j\ne0$, so its energies are at least $L_j>\mu$. Finally,
$$\sum_iT_{i,0}<B_{j,1}+\sum_{i\ne j}B_{i,0}
\iff \sum_{i\ne j}(T_{i,0}-B_{i,0})<B_{j,1}-T_{j,0}.$$

The last equivalence is `key` in the proof. `Finite.exists_min` selects the smallest excited edge, and `exists_between` supplies $\mu$.

```lean
/-- A level separates the lowest composite band from all others iff on every axis the gap
exceeds the sum of the lowest-band widths of the other axes. -/
theorem separable_gap_iff [DecidableEq ι] [Nonempty ι] {e : ι → ℕ → X → ℝ}
    (h : ∀ i, OrderedBands (e i)) :
    (∃ μ, SeparatesLowest e μ) ↔
      ∀ j, ∑ i ∈ univ.erase j, bandWidth (e i 0) < bandGap (e j 0) (e j 1) := by
  -- the criterion compares the top of the lowest band with each excited edge
  have key : ∀ j, ∑ i, bandTop (e i 0) <
      bandBottom (e j 1) + ∑ i ∈ univ.erase j, bandBottom (e i 0) ↔
      ∑ i ∈ univ.erase j, bandWidth (e i 0) < bandGap (e j 0) (e j 1) := by
    intro j
    have ht : bandTop (e j 0) + ∑ i ∈ univ.erase j, bandTop (e i 0) = ∑ i, bandTop (e i 0) :=
      Finset.add_sum_erase univ (fun i => bandTop (e i 0)) (Finset.mem_univ j)
    simp only [bandWidth, bandGap, Finset.sum_sub_distrib]
    constructor <;> intro hlt <;> linarith
  constructor
  · rintro ⟨μ, hlo, hhi⟩ j
    obtain ⟨k, hk⟩ := (lowest_isGreatest h).1
    obtain ⟨n, k', hn, hk'⟩ := (excited_isLeast h j).1
    have h1 := hlo k
    have h2 := hhi n (fun hc => hn (congrFun hc j)) k'
    rw [← key]
    linarith
  · intro hg
    -- the smallest excited edge decides
    obtain ⟨j₀, hj₀⟩ := Finite.exists_min fun j =>
      bandBottom (e j 1) + ∑ i ∈ univ.erase j, bandBottom (e i 0)
    obtain ⟨μ, h1, h2⟩ := exists_between ((key j₀).2 (hg j₀))
    refine ⟨μ, fun k => ((lowest_isGreatest h).2 ⟨k, rfl⟩).trans_lt h1, fun n hn k => ?_⟩
    obtain ⟨j, hj⟩ := Function.ne_iff.1 hn
    exact h2.trans_le ((hj₀ j).trans ((excited_isLeast h j).2 ⟨n, k, hj, rfl⟩))
```

## (e) Equal axes in any dimension

Let $d+1$ axes have the same bands, with width $W$ and gap $g$. Show that a separating level exists if and only if
$$d\,W<g.$$

Each axis has $d$ others, all of width $W$, so every condition in (d) becomes this one. In the smallest case, $d=0$, there is a single axis and the condition is simply $g>0$.

```lean
/-- With `d + 1` equal axes, a separating level exists iff the gap exceeds `d` times the
width of the lowest band. -/
theorem isotropic_gap_iff {e : ℕ → X → ℝ} (h : OrderedBands e) (d : ℕ) :
    (∃ μ, SeparatesLowest (fun _ : Fin (d + 1) => e) μ) ↔
      d * bandWidth (e 0) < bandGap (e 0) (e 1) :=
  (separable_gap_iff (e := fun _ : Fin (d + 1) => e) fun _ => h).trans
    (by simp [Finset.card_erase_of_mem])
```

## (f) Two equal axes

Drop the axis index. Show that there is a $\mu$ with $e_0(x)+e_0(y)<\mu$ for all $x,y$, and $\mu<e_n(x)+e_m(y)$ for all $(n,m)\ne(0,0)$ and all $x,y$, if and only if
$$T_0-B_0<B_1-T_0.$$

The lowest sum band has top $2T_0$, and the lowest excited energy is $B_1+B_0$. A level fits between them exactly when $2T_0<B_1+B_0$, which rearranges to the target. Lean obtains this from (d); the rest of the proof translates between pairs $(n,m)$ and functions on the two-element type `Fin 2`.

```lean
/-- For two equal axes, a level lies between the lowest sum band and all other sum bands iff
the gap exceeds the width of the lowest band. -/
theorem two_axis_gap_iff {e : ℕ → X → ℝ} (h : OrderedBands e) :
    (∃ μ, (∀ x y, e 0 x + e 0 y < μ) ∧
      ∀ n m, (n, m) ≠ (0, 0) → ∀ x y, μ < e n x + e m y) ↔
      bandTop (e 0) - bandBottom (e 0) < bandBottom (e 1) - bandTop (e 0) := by
  have hd : (∃ μ, SeparatesLowest (fun _ : Fin 2 => e) μ) ↔
      bandWidth (e 0) < bandGap (e 0) (e 1) :=
    (separable_gap_iff (e := fun _ : Fin 2 => e) fun _ => h).trans
      (by simp [Finset.card_erase_of_mem])
  change _ ↔ bandWidth (e 0) < bandGap (e 0) (e 1)
  rw [← hd]
  constructor
  · rintro ⟨μ, h0, h1⟩
    refine ⟨μ, fun k => ?_, fun n hn k => ?_⟩
    · simpa [latticeEnergy, Fin.sum_univ_two] using h0 (k 0) (k 1)
    · have hne : (n 0, n 1) ≠ (0, 0) := by
        intro hc
        apply hn
        funext i
        fin_cases i
        exacts [congrArg Prod.fst hc, congrArg Prod.snd hc]
      simpa [latticeEnergy, Fin.sum_univ_two] using h1 _ _ hne (k 0) (k 1)
  · rintro ⟨μ, h0, h1⟩
    refine ⟨μ, fun x y => ?_, fun n m hnm x y => ?_⟩
    · simpa [latticeEnergy, Fin.sum_univ_two] using h0 ![x, y]
    · have hne : ![n, m] ≠ 0 := fun hc => hnm (Prod.ext (congrFun hc 0) (congrFun hc 1))
      simpa [latticeEnergy, Fin.sum_univ_two] using h1 _ hne ![x, y]
```

## (g) Two plane waves and their secular equation

For nearly free electrons on one axis, keep the plane waves $k$ and $k-G$, where $G$ is the shortest positive reciprocal vector of that axis. The coupling $V$ stands for the Fourier component of the potential that connects them; a suitable choice of origin makes it real and non-negative. Measure wavevectors in $G$, and energies from the average potential in units of $\hbar^2G^2/2m$, and set $q=k-\tfrac12\in[-\tfrac12,\tfrac12]$, so that $q=0$ is the zone boundary. With $s=\sqrt{q^2+V^2}$, the branches are $\varepsilon_0=\tfrac14+q^2-s$ and $\varepsilon_1=\tfrac14+q^2+s$. Higher indices repeat $\varepsilon_1$, because the model has only two bands.

```lean
/-- Wavevectors `q = k - 1/2` with `k` from 0 to 1, in units of the reciprocal vector `G`. -/
abbrev Zone : Type := Set.Icc (-(1 / 2) : ℝ) (1 / 2)

instance : Nonempty Zone := ⟨⟨0, by constructor <;> norm_num⟩⟩

/-- Nearly free electrons with two plane waves coupled by `V`, energies in units of `ħ²G²/2m`:
band 0 is the lower branch, and every higher index denotes the upper branch. -/
def twoWave (V : ℝ) : ℕ → Zone → ℝ
  | 0, q => 1 / 4 + (q : ℝ) ^ 2 - √((q : ℝ) ^ 2 + V ^ 2)
  | _ + 1, q => 1 / 4 + (q : ℝ) ^ 2 + √((q : ℝ) ^ 2 + V ^ 2)
```

Show that both branches satisfy
$$\big((\tfrac12+q)^2-\varepsilon\big)\big((q-\tfrac12)^2-\varepsilon\big)=V^2.$$

For the lower branch the factors are $q+s$ and $-q+s$; for the upper they are $q-s$ and $-q-s$. Either product is $s^2-q^2=V^2$. Lean uses the same identity for the squared root.

```lean
/-- Both branches solve the secular equation of the plane waves `k` and `k - G` coupled by `V`. -/
theorem twoWave_secular (V : ℝ) (n : ℕ) (q : Zone) :
    ((1 / 2 + (q : ℝ)) ^ 2 - twoWave V n q) * (((q : ℝ) - 1 / 2) ^ 2 - twoWave V n q)
      = V ^ 2 := by
  have hs := Real.sq_sqrt (show 0 ≤ (q : ℝ) ^ 2 + V ^ 2 by positivity)
  cases n <;> simp only [twoWave] <;> linear_combination hs
```

## (h) Ordering of the two branches

Show that the model meets the hypotheses of the criterion, in particular
$$\varepsilon_0(q)\le\varepsilon_1(q)\le\varepsilon_n(q)\qquad(n\ge1).$$

Both branches are continuous, and $\varepsilon_1-\varepsilon_0=2s\ge0$. The second inequality is an equality, since the higher bands are copies.

```lean
/-- The two-wave bands of nearly free electrons are ordered bands. -/
theorem orderedBands_witness (V : ℝ) : OrderedBands (twoWave V) where
  cont_zero := by
    show Continuous fun q : Zone => 1 / 4 + (q : ℝ) ^ 2 - √((q : ℝ) ^ 2 + V ^ 2)
    fun_prop
  cont_one := by
    show Continuous fun q : Zone => 1 / 4 + (q : ℝ) ^ 2 + √((q : ℝ) ^ 2 + V ^ 2)
    fun_prop
  zero_le_one q := by
    simp only [twoWave]
    linarith [Real.sqrt_nonneg ((q : ℝ) ^ 2 + V ^ 2)]
  one_le n q hn := by
    cases n with
    | zero => exact absurd rfl hn
    | succ n => exact le_rfl
```

## (i) Exact edges of the two-wave bands

For $0\le V\le\tfrac38$, show that
$$B_0=-V^2,\qquad T_0=\tfrac14-V,\qquad B_1=\tfrac14+V.$$

Since $q^2=s^2-V^2$, the lower branch is $\varepsilon_0=(s-\tfrac12)^2-V^2$. Its minimum is at $s=\tfrac12$, where $q^2=\tfrac14-V^2$. For $V>0$ this lies away from $k=0$, which is an artefact of the truncation: with all plane waves kept, the lowest band of one axis has its minimum at $k=0$.

For the top, $V\le s\le\sqrt{\tfrac14+V^2}\le1-V$, where the last step is equivalent to $V\le\tfrac38$. Hence $(s-V)(1-V-s)\ge0$, which rearranges to $\varepsilon_0\le\tfrac14-V$, with equality at $q=0$. The upper branch is smallest at $q=0$, where $s=V$.

The six goals in Lean are attainment and bound for each edge; `nlinarith` handles the quadratic inequalities.

```lean
/-- For `0 ≤ V ≤ 3/8` the lower branch runs from `-V²` to `1/4 - V`, and the upper branch
starts at `1/4 + V`. -/
theorem twoWave_edges {V : ℝ} (h0 : 0 ≤ V) (h1 : V ≤ 3 / 8) :
    bandBottom (twoWave V 0) = -V ^ 2 ∧ bandTop (twoWave V 0) = 1 / 4 - V ∧
      bandBottom (twoWave V 1) = 1 / 4 + V := by
  have hz : √((0 : ℝ) ^ 2 + V ^ 2) = V := by
    rw [show (0 : ℝ) ^ 2 + V ^ 2 = V ^ 2 by ring, Real.sqrt_sq h0]
  have hs : ∀ q : Zone, √((q : ℝ) ^ 2 + V ^ 2) ^ 2 = (q : ℝ) ^ 2 + V ^ 2 :=
    fun q => Real.sq_sqrt (by positivity)
  have hV : ∀ q : Zone, V ≤ √((q : ℝ) ^ 2 + V ^ 2) :=
    fun q => Real.le_sqrt_of_sq_le (by nlinarith [sq_nonneg (q : ℝ)])
  refine ⟨IsLeast.csInf_eq ⟨?_, ?_⟩, IsGreatest.csSup_eq ⟨?_, ?_⟩, IsLeast.csInf_eq ⟨?_, ?_⟩⟩
  · -- the minimum sits where the square root equals 1/2
    have hp : (0 : ℝ) ≤ 1 / 4 - V ^ 2 := by nlinarith
    have hq := Real.sq_sqrt hp
    refine ⟨⟨√(1 / 4 - V ^ 2), by linarith [Real.sqrt_nonneg (1 / 4 - V ^ 2)],
      Real.sqrt_le_iff.2 ⟨by norm_num, by nlinarith [sq_nonneg V]⟩⟩, ?_⟩
    simp only [twoWave]
    rw [hq, show (1 / 4 : ℝ) - V ^ 2 + V ^ 2 = (1 / 2) ^ 2 by ring,
      Real.sqrt_sq (by norm_num)]
    ring
  · rintro _ ⟨q, rfl⟩
    simp only [twoWave]
    nlinarith [hs q, sq_nonneg (√((q : ℝ) ^ 2 + V ^ 2) - 1 / 2)]
  · refine ⟨⟨0, by constructor <;> norm_num⟩, ?_⟩
    simp only [twoWave]
    rw [hz]
    ring
  · rintro _ ⟨q, rfl⟩
    have hq : (q : ℝ) ^ 2 ≤ 1 / 4 := by nlinarith [q.2.1, q.2.2]
    have hu : √((q : ℝ) ^ 2 + V ^ 2) ≤ 1 - V :=
      Real.sqrt_le_iff.2 ⟨by linarith, by nlinarith⟩
    simp only [twoWave]
    nlinarith [hs q, mul_nonneg (sub_nonneg.2 (hV q)) (sub_nonneg.2 hu)]
  · refine ⟨⟨0, by constructor <;> norm_num⟩, ?_⟩
    simp only [twoWave]
    rw [hz]
    ring
  · rintro _ ⟨q, rfl⟩
    simp only [twoWave]
    linarith [hV q, sq_nonneg (q : ℝ)]
```

## (j) The threshold on the square lattice

Put the two-wave bands on two equal axes, with $0\le V\le\tfrac38$. Show that a separating level exists if and only if
$$V>\tfrac32-\sqrt2\approx0.086.$$

By (i), $W=\tfrac14-V+V^2$ and $g=2V$. The condition $W<g$ from (e) with $d=1$ reads $V^2-3V+\tfrac14<0$, or $(\tfrac32-V)^2<2$. As $\tfrac32-V$ is positive, this is the stated bound. On a single axis the gap $2V$ is open for every $V>0$ in this range, so in this model a weak potential separates the bands in one dimension but not in two.

The number belongs to the two-wave truncation, which omits the coupling to all other plane waves. The notion of gap matters too: if energies were compared only at equal wavevectors, any $V>0$ would suffice, because the branches on each axis differ by $2s>0$.

```lean
/-- For `0 ≤ V ≤ 3/8`, the two-wave model on two equal axes has a level separating its lowest
composite band from the others iff `V > 3/2 - √2`. -/
theorem twoWave_square_threshold {V : ℝ} (h0 : 0 ≤ V) (h1 : V ≤ 3 / 8) :
    (∃ μ, SeparatesLowest (fun _ : Fin 2 => twoWave V) μ) ↔ 3 / 2 - √2 < V := by
  obtain ⟨hb, ht, hu⟩ := twoWave_edges h0 h1
  have hthr : 3 / 2 - √2 < V ↔ (3 / 2 - V) ^ 2 < 2 := by
    rw [sub_lt_comm, Real.lt_sqrt (by linarith)]
  refine (isotropic_gap_iff (orderedBands_witness V) 1).trans ?_
  rw [hthr, bandWidth, bandGap, hb, ht, hu, Nat.cast_one]
  constructor <;> intro h <;> nlinarith

end SeparableBandGap
```

```lean
#print axioms SeparableBandGap.two_axis_gap_iff
#print axioms SeparableBandGap.twoWave_secular
#print axioms SeparableBandGap.twoWave_square_threshold
```

```
'SeparableBandGap.two_axis_gap_iff' depends on axioms: [propext, Classical.choice, Quot.sound]
'SeparableBandGap.twoWave_secular' depends on axioms: [propext, Classical.choice, Quot.sound]
'SeparableBandGap.twoWave_square_threshold' depends on axioms: [propext, Classical.choice, Quot.sound]
```
